# Linear interpolation between exact Boys function values never underestimates, and its error is of second order in the spacing

For a natural number $m$ and a real argument $T$, the Boys function is

$$F_m(T)=\int_0^1 t^{2m}e^{-Tt^2}\,dt .$$

Nuclear attraction and electron repulsion integrals over Gaussian basis functions reduce to values of $F_m$. There $T$ is an exponent times a squared distance, so $T\ge 0$. A program that needs $F_m$ very often can store it on a grid and interpolate. The problem is to find how far the interpolated value can be from the true one.

Let $T_0$ and $T_0+h$ be neighbouring grid points with spacing $h>0$. The interpolant is the straight line

$$L(T)=F_m(T_0)+\frac{T-T_0}{h}\,\bigl(F_m(T_0+h)-F_m(T_0)\bigr),$$

and the error is $L(T)-F_m(T)$, positive when the line lies too high.

```lean
import Mathlib

noncomputable section

namespace BoysLinearInterpolation
```

In Lean, $F_m(T)$ is `boys m T`, an integral over $[0,1]$ defined for every real `T`.

```lean
/-- The Boys function `F_m(T)`, the integral of `t^(2m) exp(-T t²)` over `[0,1]`. -/
def boys (m : ℕ) (T : ℝ) : ℝ :=
  ∫ t in (0 : ℝ)..1, t ^ (2 * m) * Real.exp (-(T * t ^ 2))
```

The line $L(T)$ is `interp m T₀ h T`. The error bounds below take `T` in the closed interval `Set.Icc T₀ (T₀ + h)`, so they say nothing about extrapolation. The tabulated values are exact real numbers. A real table holds rounded ones, and the effect of that rounding needs a separate estimate.

```lean
/-- The straight line in `T` through the tabulated values of `F_m` at `T₀` and `T₀ + h`,
for grid spacing `h ≠ 0`. -/
def interp (m : ℕ) (T₀ h T : ℝ) : ℝ :=
  boys m T₀ + (T - T₀) / h * (boys m (T₀ + h) - boys m T₀)
```

## (a) Sign from slope

Let $g$ be differentiable with $g(0)=0$ and $g'(x)\ge 0$ for all $x\ge 0$. Show that

$$g(u)\ge 0\qquad (u\ge 0).$$

By the mean value theorem $g$ does not decrease on $[0,\infty)$, so $g(u)\ge g(0)=0$. Mathlib supplies the monotonicity as `monotoneOn_of_deriv_nonneg`, which asks for the sign of the derivative only in the interior of the half-line.

```lean
/-- A differentiable function that vanishes at the origin and has nonnegative slope on the
nonnegative axis is nonnegative there. -/
theorem nonneg_of_slope {g g' : ℝ → ℝ} (h0 : g 0 = 0)
    (hd : ∀ x, HasDerivAt g (g' x) x) (hp : ∀ x, 0 ≤ x → 0 ≤ g' x)
    {u : ℝ} (hu : 0 ≤ u) : 0 ≤ g u := by
  have hm : MonotoneOn g (Set.Ici 0) := by
    apply monotoneOn_of_deriv_nonneg (convex_Ici 0)
    · exact fun x _ => (hd x).continuousAt.continuousWithinAt
    · exact fun x _ => (hd x).differentiableAt.differentiableWithinAt
    · intro x hx
      rw [interior_Ici] at hx
      rw [(hd x).deriv]
      exact hp x (le_of_lt (Set.mem_Ioi.1 hx))
  have h1 := hm (Set.mem_Ici.2 le_rfl) (Set.mem_Ici.2 hu) hu
  linarith
```

## (b) The chord of a decaying exponential

For $0\le s\le 1$ and $u\ge 0$, show that

$$\frac{s(1-s)}{2}u^2e^{-u}\;\le\;(1-s)+s\,e^{-u}-e^{-su}\;\le\;\frac{s(1-s)}{2}u^2 .$$

For the upper bound, set
$$g(u)=\tfrac{s(1-s)}2u^2-s\,e^{-u}+e^{-su}-(1-s).$$
Then $g(0)=0$ and
$$g'(u)=s\,\bigl[(1-s)u+e^{-u}-e^{-su}\bigr].$$
The bracket is nonnegative, because
$$e^{-su}-e^{-u}=e^{-su}\bigl(1-e^{-(1-s)u}\bigr)\le 1-e^{-(1-s)u}\le(1-s)u .$$
Part (a) gives $g(u)\ge0$.

For the lower bound, multiply by $e^u$ and set
$$k(u)=(1-s)e^u-e^{(1-s)u}-\tfrac{s(1-s)}2u^2+s .$$
Again $k(0)=0$, and
$$k'(u)=(1-s)\bigl[e^u-e^{(1-s)u}-su\bigr]\ge0,$$
since
$$e^u-e^{(1-s)u}=e^{(1-s)u}(e^{su}-1)\ge e^{su}-1\ge su .$$
Multiplying $k(u)\ge0$ by $e^{-u}$ gives the claim.

In the code, `hk` and `hg` are these two applications of part (a). `Real.add_one_le_exp` is the inequality $1+x\le e^x$, and `nlinarith` receives the product of two nonnegative factors that replaces the factoring step.

```lean
/-- For `u ≥ 0` and `0 ≤ s ≤ 1`, the chord of the decaying exponential between `0` and `u`
exceeds it at `s u` by an amount between `s(1-s)u² exp(-u)/2` and `s(1-s)u²/2`. -/
theorem exp_chord {s u : ℝ} (hs0 : 0 ≤ s) (hs1 : s ≤ 1) (hu : 0 ≤ u) :
    s * (1 - s) / 2 * u ^ 2 * Real.exp (-u)
        ≤ (1 - s) + s * Real.exp (-u) - Real.exp (-(s * u)) ∧
      (1 - s) + s * Real.exp (-u) - Real.exp (-(s * u)) ≤ s * (1 - s) / 2 * u ^ 2 := by
  have hE : ∀ c x : ℝ, HasDerivAt (fun y : ℝ => Real.exp (c * y)) (c * Real.exp (c * x)) x :=
    fun c x => (((hasDerivAt_id' x).const_mul c).exp).congr_deriv (by ring)
  have hQ : ∀ x : ℝ, HasDerivAt (fun y : ℝ => y * y) (1 * x + x * 1) x :=
    fun x => (hasDerivAt_id' x).fun_mul (hasDerivAt_id' x)
  have hs2 : 0 ≤ 1 - s := by linarith
  constructor
  · -- lower bound, first multiplied through by `exp u`
    have hk : 0 ≤ (1 - s) * Real.exp (1 * u) - Real.exp ((1 - s) * u)
        - s * (1 - s) / 2 * (u * u) + s := by
      refine nonneg_of_slope
        (g := fun x => (1 - s) * Real.exp (1 * x) - Real.exp ((1 - s) * x)
          - s * (1 - s) / 2 * (x * x) + s)
        (g' := fun x => (1 - s) * (Real.exp (1 * x) - Real.exp ((1 - s) * x) - s * x))
        ?_ (fun x => ?_) (fun x hx => ?_) hu
      · simp only [mul_zero, Real.exp_zero]
        ring
      · exact (((((hE 1 x).const_mul (1 - s)).fun_sub (hE (1 - s) x)).fun_sub
          ((hQ x).const_mul (s * (1 - s) / 2))).add_const s).congr_deriv (by ring)
      · refine mul_nonneg hs2 ?_
        have e : Real.exp (1 * x) = Real.exp ((1 - s) * x) * Real.exp (s * x) := by
          rw [← Real.exp_add]
          congr 1
          ring
        have hA := Real.add_one_le_exp ((1 - s) * x)
        have hB := Real.add_one_le_exp (s * x)
        have p1 := mul_nonneg hs2 hx
        have p2 := mul_nonneg hs0 hx
        rw [e]
        nlinarith [mul_nonneg (show 0 ≤ Real.exp ((1 - s) * x) - 1 by linarith)
          (show 0 ≤ Real.exp (s * x) - 1 by linarith)]
    have h1 : Real.exp (-u) * Real.exp (1 * u) = 1 := by
      rw [← Real.exp_add, show -u + 1 * u = 0 by ring, Real.exp_zero]
    have h2 : Real.exp (-u) * Real.exp ((1 - s) * u) = Real.exp (-(s * u)) := by
      rw [← Real.exp_add]
      congr 1
      ring
    refine le_of_sub_nonneg ?_
    calc 0 ≤ _ := mul_nonneg (Real.exp_pos (-u)).le hk
      _ = _ := by linear_combination (1 - s) * h1 - h2
  · have hg : 0 ≤ s * (1 - s) / 2 * (u * u) - s * Real.exp (-1 * u)
        + Real.exp (-s * u) - (1 - s) := by
      refine nonneg_of_slope
        (g := fun x => s * (1 - s) / 2 * (x * x) - s * Real.exp (-1 * x)
          + Real.exp (-s * x) - (1 - s))
        (g' := fun x => s * ((1 - s) * x + Real.exp (-1 * x) - Real.exp (-s * x)))
        ?_ (fun x => ?_) (fun x hx => ?_) hu
      · simp only [mul_zero, Real.exp_zero]
        ring
      · exact (((((hQ x).const_mul (s * (1 - s) / 2)).fun_sub
          ((hE (-1) x).const_mul s)).fun_add (hE (-s) x)).sub_const (1 - s)).congr_deriv
          (by ring)
      · refine mul_nonneg hs0 ?_
        have e : Real.exp (-1 * x) = Real.exp (-s * x) * Real.exp (-((1 - s) * x)) := by
          rw [← Real.exp_add]
          congr 1
          ring
        have p1 := mul_nonneg hs2 hx
        have p2 := mul_nonneg hs0 hx
        have hA : Real.exp (-s * x) ≤ 1 := Real.exp_le_one_iff.2 (by linarith)
        have hB : Real.exp (-((1 - s) * x)) ≤ 1 := Real.exp_le_one_iff.2 (by linarith)
        have hD := Real.add_one_le_exp (-((1 - s) * x))
        rw [e]
        nlinarith [mul_nonneg (sub_nonneg.2 hA) (sub_nonneg.2 hB)]
    rw [neg_one_mul, neg_mul] at hg
    linarith [hg, sq u]
```

## (c) Two-sided bounds on the interpolation error

For any real $T_0$, $h>0$ and $T\in[T_0,T_0+h]$, show that

$$\frac{(T-T_0)(T_0+h-T)}2F_{m+2}(T_0+h)\le L(T)-F_m(T)\le\frac{(T-T_0)(T_0+h-T)}2F_{m+2}(T_0).$$

Write $T=T_0+sh$ with $0\le s\le1$. Then $L(T)=(1-s)F_m(T_0)+sF_m(T_0+h)$, and

$$L(T)-F_m(T)=\int_0^1t^{2m}e^{-T_0t^2}\Bigl[(1-s)+s\,e^{-ht^2}-e^{-sht^2}\Bigr]dt .$$

The bracket is the chord error of part (b) at $u=ht^2$. It lies between $\tfrac{s(1-s)}2h^2t^4e^{-ht^2}$ and $\tfrac{s(1-s)}2h^2t^4$. The factor $t^4$ raises $m$ to $m+2$, and $e^{-ht^2}$ shifts $T_0$ to $T_0+h$. Since $s(1-s)h^2=(T-T_0)(T_0+h-T)$, integration gives both bounds.

The passage from integrands to integrals is made by `intervalIntegral.integral_mono_on`. It needs ordered endpoints (`zero_le_one`), because an interval integral changes sign when they are swapped. It also needs both integrands to be integrable, which follows here from continuity, found by `fun_prop`. What remains is the inequality at each $t\in[0,1]$: the nonnegative weight `hw` times the bound from `exp_chord`. Parts (e) and (g) use the same lemma.

```lean
/-- For `h > 0` and `T` in `[T₀, T₀+h]`, the interpolation error of `F_m` lies between
`(T-T₀)(T₀+h-T)/2` times `F_(m+2)(T₀+h)` and the same factor times `F_(m+2)(T₀)`. -/
theorem interp_error_bounds (m : ℕ) {T₀ h T : ℝ} (hh : 0 < h)
    (hT : T ∈ Set.Icc T₀ (T₀ + h)) :
    (T - T₀) * (T₀ + h - T) / 2 * boys (m + 2) (T₀ + h) ≤ interp m T₀ h T - boys m T ∧
      interp m T₀ h T - boys m T ≤ (T - T₀) * (T₀ + h - T) / 2 * boys (m + 2) T₀ := by
  obtain ⟨s, rfl⟩ : ∃ s, T = T₀ + s * h :=
    ⟨(T - T₀) / h, by rw [div_mul_cancel₀ _ hh.ne']; ring⟩
  have hs0 : 0 ≤ s := le_of_mul_le_mul_right (by linarith [hT.1] : 0 * h ≤ s * h) hh
  have hs1 : s ≤ 1 := le_of_mul_le_mul_right (by linarith [hT.2] : s * h ≤ 1 * h) hh
  have hc : (T₀ + s * h - T₀) * (T₀ + h - (T₀ + s * h)) / 2 = s * (1 - s) / 2 * h ^ 2 := by
    ring
  -- the error is the integral of the chord errors of the integrand
  have key : interp m T₀ h (T₀ + s * h) - boys m (T₀ + s * h) =
      ∫ t in (0 : ℝ)..1, ((1 - s) * (t ^ (2 * m) * Real.exp (-(T₀ * t ^ 2)))
        + s * (t ^ (2 * m) * Real.exp (-((T₀ + h) * t ^ 2)))
        - t ^ (2 * m) * Real.exp (-((T₀ + s * h) * t ^ 2))) := by
    have e : interp m T₀ h (T₀ + s * h) = (1 - s) * boys m T₀ + s * boys m (T₀ + h) := by
      unfold interp
      rw [add_sub_cancel_left, mul_div_cancel_right₀ _ hh.ne']
      ring
    rw [e]
    unfold boys
    rw [intervalIntegral.integral_sub, intervalIntegral.integral_add,
      intervalIntegral.integral_const_mul, intervalIntegral.integral_const_mul]
    all_goals exact Continuous.intervalIntegrable (by fun_prop) _ _
  have e1 : ∀ t : ℝ, Real.exp (-((T₀ + h) * t ^ 2)) =
      Real.exp (-(T₀ * t ^ 2)) * Real.exp (-(h * t ^ 2)) := fun t => by
    rw [← Real.exp_add]
    congr 1
    ring
  have e2 : ∀ t : ℝ, Real.exp (-((T₀ + s * h) * t ^ 2)) =
      Real.exp (-(T₀ * t ^ 2)) * Real.exp (-(s * (h * t ^ 2))) := fun t => by
    rw [← Real.exp_add]
    congr 1
    ring
  have hw : ∀ t ∈ Set.Icc (0 : ℝ) 1, 0 ≤ t ^ (2 * m) * Real.exp (-(T₀ * t ^ 2)) :=
    fun t ht => mul_nonneg (pow_nonneg ht.1 _) (Real.exp_pos _).le
  have hx : ∀ t : ℝ, 0 ≤ h * t ^ 2 := fun t => mul_nonneg hh.le (sq_nonneg t)
  rw [key, hc]
  unfold boys
  rw [← intervalIntegral.integral_const_mul, ← intervalIntegral.integral_const_mul]
  constructor
  · refine intervalIntegral.integral_mono_on zero_le_one
      (Continuous.intervalIntegrable (by fun_prop) _ _)
      (Continuous.intervalIntegrable (by fun_prop) _ _) (fun t ht => ?_)
    simp only [e1, e2]
    refine le_of_sub_nonneg ?_
    calc 0 ≤ _ := mul_nonneg (hw t ht) (sub_nonneg.2 (exp_chord hs0 hs1 (hx t)).1)
      _ = _ := by ring
  · refine intervalIntegral.integral_mono_on zero_le_one
      (Continuous.intervalIntegrable (by fun_prop) _ _)
      (Continuous.intervalIntegrable (by fun_prop) _ _) (fun t ht => ?_)
    simp only [e1, e2]
    refine le_of_sub_nonneg ?_
    calc 0 ≤ _ := mul_nonneg (hw t ht) (sub_nonneg.2 (exp_chord hs0 hs1 (hx t)).2)
      _ = _ := by ring
```

## (d) The value at the origin

Show that

$$F_{m+2}(0)=\int_0^1t^{2(m+2)}\,dt=\frac1{2m+5}.$$

The antiderivative is $t^{2m+5}/(2m+5)$, which vanishes at $0$. The Lean statement is about the integral of the power.

```lean
/-- The integral of `t^(2(m+2))` over `[0,1]` is `1/(2m+5)`. -/
theorem moment (m : ℕ) : ∫ t in (0 : ℝ)..1, t ^ (2 * (m + 2)) = 1 / (2 * (m : ℝ) + 5) := by
  rw [integral_pow, one_pow, zero_pow (show 2 * (m + 2) + 1 ≠ 0 by omega), sub_zero]
  push_cast
  congr 1
  ring
```

## (e) A uniform bound for nonnegative arguments

For $T_0\ge0$, $h>0$ and $T\in[T_0,T_0+h]$, show that

$$0\le L(T)-F_m(T)\le\frac{h^2}{8(2m+5)} .$$

The lower bound in (c) is a product of nonnegative factors. For the upper bound,
$$h^2-4(T-T_0)(T_0+h-T)=\bigl(2(T-T_0)-h\bigr)^2\ge0,$$
so the prefactor in (c) is at most $h^2/8$. Since $T_0\ge0$, we have $e^{-T_0t^2}\le1$, and (d) gives $F_{m+2}(T_0)\le1/(2m+5)$. In the code these two estimates are `hA` and `hB`.

```lean
/-- For `T₀ ≥ 0`, `h > 0` and `T` in `[T₀, T₀+h]`, linear interpolation never underestimates
`F_m(T)` and overestimates it by at most `h²/(8(2m+5))`. -/
theorem interp_error (m : ℕ) {T₀ h T : ℝ} (h0 : 0 ≤ T₀) (hh : 0 < h)
    (hT : T ∈ Set.Icc T₀ (T₀ + h)) :
    0 ≤ interp m T₀ h T - boys m T ∧
      interp m T₀ h T - boys m T ≤ h ^ 2 / (8 * (2 * (m : ℝ) + 5)) := by
  have hpos : ∀ S : ℝ, 0 ≤ boys (m + 2) S := fun S =>
    intervalIntegral.integral_nonneg zero_le_one
      (fun t ht => mul_nonneg (pow_nonneg ht.1 _) (Real.exp_pos _).le)
  obtain ⟨hl, hu⟩ := interp_error_bounds m hh hT
  have hn : 0 ≤ (T - T₀) * (T₀ + h - T) :=
    mul_nonneg (sub_nonneg.2 hT.1) (sub_nonneg.2 hT.2)
  refine ⟨le_trans (mul_nonneg (by linarith) (hpos _)) hl, hu.trans ?_⟩
  -- the node product is largest at the midpoint
  have hA : (T - T₀) * (T₀ + h - T) / 2 ≤ h ^ 2 / 8 := by
    nlinarith [sq_nonneg (2 * (T - T₀) - h)]
  have hB : boys (m + 2) T₀ ≤ 1 / (2 * (m : ℝ) + 5) := by
    rw [← moment]
    unfold boys
    refine intervalIntegral.integral_mono_on zero_le_one
      (Continuous.intervalIntegrable (by fun_prop) _ _)
      (Continuous.intervalIntegrable (by fun_prop) _ _) (fun t ht => ?_)
    exact mul_le_of_le_one_right (pow_nonneg ht.1 _)
      (Real.exp_le_one_iff.2 (neg_nonpos.2 (mul_nonneg h0 (sq_nonneg t))))
  calc _ ≤ h ^ 2 / 8 * (1 / (2 * (m : ℝ) + 5)) := mul_le_mul hA hB (hpos _) (by positivity)
    _ = _ := by rw [div_mul_div_comm, mul_one]
```

## (f) Choosing the spacing

Under the conditions of (e), let $\varepsilon$ be a tolerance with $h^2\le8(2m+5)\varepsilon$. Show that

$$|L(T)-F_m(T)|\le\varepsilon .$$

The error is nonnegative, so the absolute value can be removed, and (e) bounds it by $h^2/(8(2m+5))\le\varepsilon$. The theorem treats one grid cell; for a whole table it is applied to each cell.

```lean
/-- On a grid in `T ≥ 0` whose spacing `h > 0` satisfies `h² ≤ 8(2m+5)ε`, linear interpolation
reproduces `F_m` within `ε` between neighbouring grid points. -/
theorem grid_spacing (m : ℕ) {T₀ h T ε : ℝ} (h0 : 0 ≤ T₀) (hh : 0 < h)
    (hT : T ∈ Set.Icc T₀ (T₀ + h)) (hε : h ^ 2 ≤ 8 * (2 * (m : ℝ) + 5) * ε) :
    |interp m T₀ h T - boys m T| ≤ ε := by
  obtain ⟨hl, hu⟩ := interp_error m h0 hh hT
  rw [abs_of_nonneg hl]
  refine hu.trans ?_
  rw [div_le_iff₀ (by positivity)]
  linarith
```

## (g) The constant is the best possible

Suppose a real number $C$ satisfies $L(h/2)-F_m(h/2)\le Ch^2$ for every $h>0$, where $L$ interpolates between $0$ and $h$. Show that

$$C\ge\frac1{8(2m+5)} .$$

At the midpoint the lower bound in (c) reads $\tfrac{h^2}8F_{m+2}(h)\le Ch^2$, so $F_{m+2}(h)\le8C$. For $t\in[0,1]$,
$$t^{2m+4}e^{-ht^2}\ge t^{2m+4}(1-h)\ge t^{2m+4}-h,$$
and integration gives $F_{m+2}(h)\ge\frac1{2m+5}-h$. Hence $\frac1{2m+5}\le8C+h$ for every $h>0$, and therefore $\frac1{2m+5}\le8C$. This last step is `le_of_forall_pos_le_add`.

The constant is set by cells at the origin. For a cell starting at $T_0>0$, part (c) gives the smaller constant $F_{m+2}(T_0)/8$.

```lean
/-- If the midpoint error on `[0,h]` is at most `C h²` for every `h > 0`, then `C` is at least
`1/(8(2m+5))`. -/
theorem error_constant_sharp (m : ℕ) {C : ℝ}
    (hC : ∀ h : ℝ, 0 < h → interp m 0 h (h / 2) - boys m (h / 2) ≤ C * h ^ 2) :
    1 / (8 * (2 * (m : ℝ) + 5)) ≤ C := by
  have hlim : 1 / (2 * (m : ℝ) + 5) ≤ 8 * C := by
    refine le_of_forall_pos_le_add (fun h hh => ?_)
    have hl := (interp_error_bounds m (T₀ := 0) (T := h / 2) hh
      ⟨by linarith, by linarith⟩).1
    rw [zero_add] at hl
    have h1 : boys (m + 2) h ≤ 8 * C :=
      le_of_mul_le_mul_right (by nlinarith [hl, hC h hh] :
        boys (m + 2) h * h ^ 2 ≤ 8 * C * h ^ 2) (by positivity)
    -- for a small spacing `F_(m+2)(h)` is close to its value at the origin
    have h2 : 1 / (2 * (m : ℝ) + 5) - h ≤ boys (m + 2) h := by
      have e : 1 / (2 * (m : ℝ) + 5) - h = ∫ t in (0 : ℝ)..1, (t ^ (2 * (m + 2)) - h) := by
        rw [intervalIntegral.integral_sub (Continuous.intervalIntegrable (by fun_prop) _ _)
          (Continuous.intervalIntegrable (by fun_prop) _ _), moment,
          intervalIntegral.integral_const, smul_eq_mul]
        ring
      rw [e]
      unfold boys
      refine intervalIntegral.integral_mono_on zero_le_one
        (Continuous.intervalIntegrable (by fun_prop) _ _)
        (Continuous.intervalIntegrable (by fun_prop) _ _) (fun t ht => ?_)
      have hp0 : 0 ≤ t ^ (2 * (m + 2)) := pow_nonneg ht.1 _
      have hp1 : t ^ (2 * (m + 2)) ≤ 1 := pow_le_one₀ ht.1 ht.2
      have ht2 : t ^ 2 ≤ 1 := pow_le_one₀ ht.1 ht.2
      have hx : h * t ^ 2 ≤ h := mul_le_of_le_one_right hh.le ht2
      have hexp : 1 - h ≤ Real.exp (-(h * t ^ 2)) := by
        linarith [Real.add_one_le_exp (-(h * t ^ 2))]
      have a1 := mul_le_mul_of_nonneg_left hexp hp0
      have a2 := mul_le_mul_of_nonneg_right hp1 hh.le
      linarith
    linarith
  have e : 1 / (8 * (2 * (m : ℝ) + 5)) = 1 / (2 * (m : ℝ) + 5) / 8 := by
    rw [div_div, mul_comm (8 : ℝ)]
  rw [e]
  linarith

end BoysLinearInterpolation
```

```lean
#print axioms BoysLinearInterpolation.interp_error
#print axioms BoysLinearInterpolation.grid_spacing
#print axioms BoysLinearInterpolation.error_constant_sharp
```

```
'BoysLinearInterpolation.interp_error' depends on axioms: [propext, Classical.choice, Quot.sound]
'BoysLinearInterpolation.grid_spacing' depends on axioms: [propext, Classical.choice, Quot.sound]
'BoysLinearInterpolation.error_constant_sharp' depends on axioms: [propext, Classical.choice, Quot.sound]
```

## The cell from 0 to 0.1 for $F_0$

Expanding the exponential and integrating term by term gives
$$F_0(T)=1-\frac T3+\frac{T^2}{10}-\frac{T^3}{42}+\cdots$$
Thus $F_0(0)=1$, $F_0(0.05)\approx0.9835804$ and $F_0(0.1)\approx0.9676433$. The line has the midpoint value $0.9838217$, which is too high by $0.0002413$. The bound in (e) is $0.01/40=0.00025$.

For a tolerance of $10^{-6}$ with $m=0$, part (f) asks for $h^2\le4\times10^{-5}$, so a spacing of $0.006$ is enough.
